# Shared ground-state densities imply nested ground spaces when one ensemble spans its ground space

States are vectors in $\mathbb C^m$, with components labelled by a finite type `ι`. A second finite type `L` labels the density operators $n_i$ and the real potential values $v_i$.

In Lean 4 with Mathlib:

```lean
import Mathlib

open Matrix
open scoped ComplexOrder MatrixOrder

namespace DegenerateDensityOverlap

noncomputable section

variable {ι L : Type*} [Fintype ι] [DecidableEq ι] [Fintype L]
```

The Hamiltonian is $H(v)=H_0+\sum_i v_i n_i$. Interactions may sit in $H_0$. The $n_i$ may be site occupations, but they need not commute.

```lean
/-- The Hamiltonian `H(v) = H0 + ∑ i, v i • n i` with external potential `v`. -/
def hamiltonian (H0 : Matrix ι ι ℂ) (n : L → Matrix ι ι ℂ) (v : L → ℝ) : Matrix ι ι ℂ :=
  H0 + ∑ i, (v i : ℂ) • n i
```

The ground energy is the least real eigenvalue, and the ground space contains all solutions of $H\psi=E\psi$ at that energy, including $\psi=0$.

```lean
/-- `E` is the ground energy of `H`: the least real eigenvalue. -/
def IsGroundEnergy (H : Matrix ι ι ℂ) (E : ℝ) : Prop :=
  IsLeast {x : ℝ | ∃ ψ : ι → ℂ, ψ ≠ 0 ∧ H *ᵥ ψ = (x : ℂ) • ψ} E

/-- The ground space of `H`: all vectors `ψ` with `H ψ = E ψ`, where `E` is the ground energy. -/
def groundSpace (H : Matrix ι ι ℂ) : Set (ι → ℂ) :=
  {ψ | ∃ E : ℝ, IsGroundEnergy H E ∧ H *ᵥ ψ = (E : ℂ) • ψ}
```

Mixed states are density matrices. One is a ground-state density matrix when its range, the set of all $\Gamma x$, lies in the ground space.

```lean
/-- A density matrix is positive semidefinite and has unit trace. -/
def IsDensityMatrix (Γ : Matrix ι ι ℂ) : Prop := Γ.PosSemidef ∧ Γ.trace = 1

/-- A ground-state density matrix of `H` is a density matrix with range in the ground space. -/
def IsGroundDensityMatrix (H Γ : Matrix ι ι ℂ) : Prop :=
  IsDensityMatrix Γ ∧ Set.range Γ.mulVec ⊆ groundSpace H
```

The densities are $\operatorname{tr}(n_i\Gamma)$. They are typed as complex numbers, and are real for Hermitian $n_i$. An inequality between complex numbers here means equal imaginary parts and ordered real parts.

```lean
/-- The densities `tr (n i Γ)` of a mixed state. -/
def density (n : L → Matrix ι ι ℂ) (Γ : Matrix ι ι ℂ) (i : L) : ℂ := (n i * Γ).trace
```

Let $H_0$ and all the $n_i$ be Hermitian. Let $\Gamma$ be a density matrix whose range is the whole ground space of $H(v)$, and let $\Gamma'$ be a ground-state density matrix of $H(w)$ with the same densities. Then the ground space of $H(v)$ lies in that of $H(w)$. In lattice density functional theory with finitely many levels, this restricts how the sets of ground-state densities belonging to two potentials can overlap. Each hypothesis is taken in turn below; the counterexamples for omitted hypotheses are worked out in the text alone, except the three-level one at the end.

## Positivity and unit trace

Physically, these conditions make $\Gamma$ a statistical mixture with nonnegative weights adding to one. Positivity enters through a trace inequality. Write $A=C^\dagger C$ and $\Gamma=B^\dagger B$. By cyclicity,

$$\operatorname{tr}(A\Gamma)=\operatorname{tr}\big((CB^\dagger)^\dagger CB^\dagger\big)=\sum_{j,k}|(CB^\dagger)_{jk}|^2\ge 0.$$

If the trace vanishes, then $CB^\dagger=0$, and so $A\Gamma=C^\dagger(CB^\dagger)B=0$. The proof obtains the same two factorisations, and `key` is the displayed trace identity.

```lean
/-- The trace of a product of two positive semidefinite matrices is nonnegative, and if it
vanishes then so does the product. -/
theorem trace_mul_posSemidef {A Γ : Matrix ι ι ℂ} (hA : A.PosSemidef) (hΓ : Γ.PosSemidef) :
    0 ≤ (A * Γ).trace ∧ ((A * Γ).trace = 0 → A * Γ = 0) := by
  obtain ⟨C, hC⟩ := CStarAlgebra.nonneg_iff_eq_star_mul_self.mp
    (Matrix.nonneg_iff_posSemidef.mpr hA)
  obtain ⟨B, hB⟩ := CStarAlgebra.nonneg_iff_eq_star_mul_self.mp
    (Matrix.nonneg_iff_posSemidef.mpr hΓ)
  rw [star_eq_conjTranspose] at hC hB
  -- by cyclicity the trace is a sum of squared moduli of the entries of `C Bᴴ`
  have key : (A * Γ).trace = ((C * Bᴴ)ᴴ * (C * Bᴴ)).trace := by
    rw [conjTranspose_mul, conjTranspose_conjTranspose, hC, hB, Matrix.mul_assoc B,
      Matrix.trace_mul_comm B]
    simp only [Matrix.mul_assoc]
  refine ⟨?_, fun h => ?_⟩
  · rw [key]
    exact (posSemidef_conjTranspose_mul_self (C * Bᴴ)).trace_nonneg
  · rw [key, trace_conjTranspose_mul_self_eq_zero_iff] at h
    calc A * Γ = Cᴴ * (C * Bᴴ) * B := by rw [hC, hB]; simp only [Matrix.mul_assoc]
      _ = 0 := by rw [h, Matrix.mul_zero, Matrix.zero_mul]
```

Without positivity the inclusion can fail. Take $H_0=\mathrm{diag}(0,0,5)$, $n=\mathrm{diag}(1,2,0)$, $v=0$ and $w=10$. The matrix $\Gamma=\mathrm{diag}(2,-1,0)$ has unit trace, density $0$ and the ground space of $H(v)$ as its range. The ground state of $H(w)=\mathrm{diag}(10,20,5)$ is the last basis vector, also with density $0$, so the ground spaces meet only in zero.

Unit trace matters too. For $H_0=\mathrm{diag}(0,1)$, $n=\mathrm{diag}(1,2)$, $v=0$ and $w=-2$, the matrix $\mathrm{diag}(2,0)$ has the same density as the ground state of $H(w)=\mathrm{diag}(-2,-3)$, yet the two ground spaces are different lines.

## Hermitian $H_0$ and $n_i$

Hermiticity makes energies and densities real observables. It also gives $H$ an orthonormal eigenbasis, in which $H-E$ has only nonnegative eigenvalues, since $E$ is the least. The proof takes an eigenvector of the shifted matrix with eigenvalue $\lambda_j$, notes that $H$ has eigenvalue $E+\lambda_j$ on it, and concludes $\lambda_j\ge0$.

```lean
/-- A Hermitian Hamiltonian minus its ground energy is positive semidefinite. -/
theorem sub_groundEnergy_posSemidef {H : Matrix ι ι ℂ} (hH : H.IsHermitian) {E : ℝ}
    (hE : IsGroundEnergy H E) : (H - (E : ℂ) • (1 : Matrix ι ι ℂ)).PosSemidef := by
  have hA : (H - (E : ℂ) • (1 : Matrix ι ι ℂ)).IsHermitian := by
    refine hH.sub ?_
    simp [Matrix.IsHermitian, conjTranspose_smul]
  rw [hA.posSemidef_iff_eigenvalues_nonneg]
  intro j
  have hj := hA.mulVec_eigenvectorBasis j
  -- an eigenvector of the shifted matrix is an eigenvector of `H`
  have hle : E ≤ E + hA.eigenvalues j := by
    refine hE.2 ⟨(hA.eigenvectorBasis j).ofLp, fun h0 => ?_, ?_⟩
    · apply hA.eigenvectorBasis.orthonormal.ne_zero j
      ext i
      exact congrFun h0 i
    · ext i
      have hi := congrFun hj i
      simp only [Matrix.sub_mulVec, Matrix.smul_mulVec, Matrix.one_mulVec, Pi.sub_apply,
        Pi.smul_apply, smul_eq_mul, Complex.real_smul] at hi
      simp only [Pi.smul_apply, smul_eq_mul, Complex.ofReal_add]
      linear_combination hi
  change 0 ≤ hA.eigenvalues j
  linarith
```

Setting $A=H-E$ in the trace inequality and using $\operatorname{tr}\Gamma=1$ gives

$$E\le\operatorname{tr}(H\Gamma),\qquad \operatorname{tr}(H\Gamma)=E\ \Rightarrow\ H\Gamma=E\Gamma .$$

```lean
/-- Variational principle for a Hermitian `H` with ground energy `E` and a density matrix `Γ`: `E ≤
tr (H Γ)`, and equality forces `H Γ = E Γ`. -/
theorem variational_principle {H Γ : Matrix ι ι ℂ} (hH : H.IsHermitian) {E : ℝ}
    (hE : IsGroundEnergy H E) (hΓ : IsDensityMatrix Γ) :
    (E : ℂ) ≤ (H * Γ).trace ∧ ((H * Γ).trace = E → H * Γ = (E : ℂ) • Γ) := by
  have h := trace_mul_posSemidef (sub_groundEnergy_posSemidef hH hE) hΓ.1
  rw [sub_mul, smul_mul_assoc, one_mul, trace_sub, trace_smul, hΓ.2, smul_eq_mul, mul_one] at h
  exact ⟨sub_nonneg.mp h.1, fun he => sub_eq_zero.mp (h.2 (sub_eq_zero.mpr he))⟩
```

Without Hermiticity this bound fails. The matrix with rows $(0,1)$ and $(0,0)$ has $0$ as its only eigenvalue, but its expectation value in $(1,-1)/\sqrt2$ is $-1/2$.

## $\Gamma'$ is a ground state of $H(w)$

This hypothesis ties the shared densities to the second potential. Let $F$ be the ground energy of $H(w)$. Every $\Gamma'x$ lies in the ground space, so $H(w)\Gamma'x=F\Gamma'x$ for all $x$. Hence $H(w)\Gamma'=F\Gamma'$ and $\operatorname{tr}(H(w)\Gamma')=F$. The lemma below makes this passage from vectors to matrices. It finds the energy by applying the range condition to $x=0$, and uses uniqueness of the least eigenvalue for every other $x$.

```lean
/-- A ground-state density matrix satisfies `H Γ = E Γ` with `E` the ground energy. -/
theorem IsGroundDensityMatrix.exists_energy {H Γ : Matrix ι ι ℂ}
    (h : IsGroundDensityMatrix H Γ) :
    ∃ E : ℝ, IsGroundEnergy H E ∧ H * Γ = (E : ℂ) • Γ := by
  obtain ⟨E, hE, -⟩ := h.2 ⟨0, rfl⟩
  refine ⟨E, hE, Matrix.toLin'.injective (LinearMap.ext fun x => ?_)⟩
  obtain ⟨E', hE', hx⟩ := h.2 ⟨x, rfl⟩
  rw [IsLeast.unique hE' hE] at hx
  rw [Matrix.toLin'_apply, Matrix.toLin'_apply, ← Matrix.mulVec_mulVec, Matrix.smul_mulVec]
  exact hx
```

If $\Gamma'$ could be any density matrix, $\Gamma'=\Gamma$ would always match the densities. With $H_0=0$, $n=\mathrm{diag}(0,1)$, $v=1$ and $w=-1$, the two ground spaces are again different lines.

## Equal densities

The potential contributes to the energy only through the densities:

$$\operatorname{tr}(H(v)\Gamma)=\operatorname{tr}(H_0\Gamma)+\sum_i v_i\operatorname{tr}(n_i\Gamma).$$

```lean
omit [DecidableEq ι] in
/-- The trace `tr (H(v) Γ)` is `tr (H0 Γ)` plus the sum of the potential values times the densities
of `Γ`. -/
theorem trace_hamiltonian_mul (H0 : Matrix ι ι ℂ) (n : L → Matrix ι ι ℂ) (v : L → ℝ)
    (Γ : Matrix ι ι ℂ) :
    (hamiltonian H0 n v * Γ).trace = (H0 * Γ).trace + ∑ i, (v i : ℂ) * density n Γ i := by
  simp [hamiltonian, density, Matrix.add_mul, Finset.sum_mul, trace_add, trace_sum, trace_smul]
```

Let $E$ be the ground energy of $H(v)$. Changing $v$ to $w$ therefore shifts the energies of $\Gamma$ and $\Gamma'$ equally:

$$\operatorname{tr}(H(w)\Gamma)-E=F-\operatorname{tr}(H(v)\Gamma').$$

The variational principle for $H(v)$ gives $\operatorname{tr}(H(v)\Gamma')\ge E$, so $\operatorname{tr}(H(w)\Gamma)\le F$. The principle for $H(w)$ gives the reverse inequality. Equality holds, and its equality case yields $H(w)\Gamma=F\Gamma$.

In the proof, `hsum` is the rearranged energy identity, `hle` the upper bound and `hmul` the final matrix equation. This step needs only that $\Gamma$ is some ground-state density matrix of $H(v)$.

```lean
/-- Let `H0` and all `n i` be Hermitian. If ground-state density matrices of `H(v)` and `H(w)` have
the same densities, the one of `H(v)` is also a ground-state density matrix of `H(w)`. -/
theorem ground_density_exchange {H0 : Matrix ι ι ℂ} {n : L → Matrix ι ι ℂ}
    (hH0 : H0.IsHermitian) (hn : ∀ i, (n i).IsHermitian) {v w : L → ℝ} {Γ Γ' : Matrix ι ι ℂ}
    (hΓ : IsGroundDensityMatrix (hamiltonian H0 n v) Γ)
    (hΓ' : IsGroundDensityMatrix (hamiltonian H0 n w) Γ')
    (hd : density n Γ = density n Γ') :
    IsGroundDensityMatrix (hamiltonian H0 n w) Γ := by
  have herm : ∀ u : L → ℝ, (hamiltonian H0 n u).IsHermitian := fun u => by
    simp only [Matrix.IsHermitian, hamiltonian, conjTranspose_add, conjTranspose_sum,
      conjTranspose_smul, hH0.eq, fun i => (hn i).eq, Complex.star_def, Complex.conj_ofReal]
  obtain ⟨E, hE, hEΓ⟩ := hΓ.exists_energy
  obtain ⟨F, hF, hFΓ⟩ := hΓ'.exists_energy
  have e : (hamiltonian H0 n v * Γ).trace = E := by
    rw [hEΓ, trace_smul, hΓ.1.2, smul_eq_mul, mul_one]
  have f : (hamiltonian H0 n w * Γ').trace = F := by
    rw [hFΓ, trace_smul, hΓ'.1.2, smul_eq_mul, mul_one]
  have a1 := trace_hamiltonian_mul H0 n w Γ
  have a2 := trace_hamiltonian_mul H0 n v Γ
  have a3 := trace_hamiltonian_mul H0 n w Γ'
  have a4 := trace_hamiltonian_mul H0 n v Γ'
  rw [hd] at a1 a2
  -- the two variational inequalities squeeze the energy of `Γ` in the potential `w`
  have hsum : (hamiltonian H0 n w * Γ).trace
      = F - ((hamiltonian H0 n v * Γ').trace - E) := by
    linear_combination a1 - a2 - a3 + a4 + e + f
  have hle : (hamiltonian H0 n w * Γ).trace ≤ F := by
    rw [hsum]
    exact sub_le_self _ (sub_nonneg.mpr (variational_principle (herm v) hE hΓ'.1).1)
  have hvar := variational_principle (herm w) hF hΓ.1
  have hmul := hvar.2 (le_antisymm hle hvar.1)
  refine ⟨hΓ.1, ?_⟩
  rintro _ ⟨x, rfl⟩
  exact ⟨F, hF, by rw [Matrix.mulVec_mulVec, hmul, Matrix.smul_mulVec]⟩
```

Without equal densities, the two-level example above with $v=1$ and $w=-1$ has ground-state densities $0$ and $1$, and no inclusion.

## The range of $\Gamma$ is the whole ground space

Physically, the mixture gives weight to every direction of the degenerate ground space. Each ground state $\psi$ of $H(v)$ can then be written as $\psi=\Gamma x$, so

$$H(w)\psi=H(w)\Gamma x=F\Gamma x=F\psi .$$

The proof replaces the ground space by the range of $\Gamma$ through `hfull` and applies the preceding theorem.

```lean
/-- Let `H0` and all `n i` be Hermitian, and let `Γ` be a density matrix whose range is the entire
ground space of `H(v)`. If a ground-state density matrix of `H(w)` has the same densities, the
ground space of `H(v)` lies in that of `H(w)`. -/
theorem groundSpace_subset_of_density_eq {H0 : Matrix ι ι ℂ} {n : L → Matrix ι ι ℂ}
    (hH0 : H0.IsHermitian) (hn : ∀ i, (n i).IsHermitian) {v w : L → ℝ} {Γ Γ' : Matrix ι ι ℂ}
    (hΓ : IsDensityMatrix Γ) (hfull : Set.range Γ.mulVec = groundSpace (hamiltonian H0 n v))
    (hΓ' : IsGroundDensityMatrix (hamiltonian H0 n w) Γ')
    (hd : density n Γ = density n Γ') :
    groundSpace (hamiltonian H0 n v) ⊆ groundSpace (hamiltonian H0 n w) := by
  rw [← hfull]
  exact (ground_density_exchange hH0 hn ⟨hΓ, hfull.subset⟩ hΓ' hd).2
```

With a smaller range, only that range is known to lie in the ground space of $H(w)$. If both matrices span their ground spaces, exchanging their roles gives the opposite inclusion, and hence equality.

```lean
/-- Let `H0` and all `n i` be Hermitian, and let `Γ` and `Γ'` be density matrices. If their ranges
are the entire ground spaces of `H(v)` and `H(w)` respectively and their densities agree, the two
ground spaces coincide. -/
theorem groundSpace_eq_of_density_eq {H0 : Matrix ι ι ℂ} {n : L → Matrix ι ι ℂ}
    (hH0 : H0.IsHermitian) (hn : ∀ i, (n i).IsHermitian) {v w : L → ℝ} {Γ Γ' : Matrix ι ι ℂ}
    (hΓ : IsDensityMatrix Γ) (hfull : Set.range Γ.mulVec = groundSpace (hamiltonian H0 n v))
    (hΓ' : IsDensityMatrix Γ') (hfull' : Set.range Γ'.mulVec = groundSpace (hamiltonian H0 n w))
    (hd : density n Γ = density n Γ') :
    groundSpace (hamiltonian H0 n v) = groundSpace (hamiltonian H0 n w) :=
  Set.Subset.antisymm
    (groundSpace_subset_of_density_eq hH0 hn hΓ hfull ⟨hΓ', hfull'.subset⟩ hd)
    (groundSpace_subset_of_density_eq hH0 hn hΓ' hfull' ⟨hΓ, hfull.subset⟩ hd.symm)
```

Under the hypotheses of the inclusion, subtracting $H(v)\psi=E\psi$ from $H(w)\psi=F\psi$ gives

$$\sum_i(w_i-v_i)n_i\,\psi=(F-E)\psi .$$

The constant is common to the whole ground space of $H(v)$. The theorem does not make the potential difference constant on other states, nor does it make $w_i-v_i$ independent of $i$.

```lean
/-- Under the hypotheses of the inclusion theorem, the potential difference
`∑ i, (w i - v i) • n i` acts on the ground space of `H(v)` as a real constant. -/
theorem potential_difference_constant {H0 : Matrix ι ι ℂ} {n : L → Matrix ι ι ℂ}
    (hH0 : H0.IsHermitian) (hn : ∀ i, (n i).IsHermitian) {v w : L → ℝ} {Γ Γ' : Matrix ι ι ℂ}
    (hΓ : IsDensityMatrix Γ) (hfull : Set.range Γ.mulVec = groundSpace (hamiltonian H0 n v))
    (hΓ' : IsGroundDensityMatrix (hamiltonian H0 n w) Γ')
    (hd : density n Γ = density n Γ') :
    ∃ c : ℝ, ∀ ψ ∈ groundSpace (hamiltonian H0 n v),
      (∑ i, ((w i - v i : ℝ) : ℂ) • n i) *ᵥ ψ = (c : ℂ) • ψ := by
  have hsub := groundSpace_subset_of_density_eq hH0 hn hΓ hfull hΓ' hd
  obtain ⟨E, hE, -⟩ := hfull.subset ⟨0, rfl⟩
  obtain ⟨F, hF, -⟩ := hΓ'.2 ⟨0, rfl⟩
  refine ⟨F - E, fun ψ hψ => ?_⟩
  obtain ⟨E', hE', h1⟩ := hψ
  obtain ⟨F', hF', h2⟩ := hsub ⟨E', hE', h1⟩
  rw [IsLeast.unique hE' hE] at h1
  rw [IsLeast.unique hF' hF] at h2
  have hdiff : ∑ i, ((w i - v i : ℝ) : ℂ) • n i
      = hamiltonian H0 n w - hamiltonian H0 n v := by
    simp only [hamiltonian, Complex.ofReal_sub, sub_smul, Finset.sum_sub_distrib]
    abel
  rw [hdiff, Matrix.sub_mulVec, h1, h2, Complex.ofReal_sub, sub_smul]
```

## A strict inclusion with three levels

For a diagonal Hamiltonian with nonnegative levels, at least one of them zero, the ground states are the vectors supported on the zero levels. The next lemma proves this by comparing components.

```lean
/-- For a diagonal Hamiltonian with nonnegative levels, one of them zero, the ground space
consists of the vectors that vanish on every level of nonzero energy. -/
theorem mem_groundSpace_diagonal {d : ι → ℝ} (hd : ∀ i, 0 ≤ d i) {k : ι} (hk : d k = 0)
    (ψ : ι → ℂ) :
    ψ ∈ groundSpace (diagonal fun i => (d i : ℂ)) ↔ ∀ i, d i ≠ 0 → ψ i = 0 := by
  have h0 : IsGroundEnergy (diagonal fun i => (d i : ℂ)) 0 := by
    refine ⟨⟨Pi.single k 1, fun h => ?_, ?_⟩, ?_⟩
    · simpa using congrFun h k
    · ext i
      rw [mulVec_diagonal]
      by_cases hi : i = k
      · subst hi; simp [hk]
      · simp [hi]
    · rintro x ⟨φ, hφ, hx⟩
      obtain ⟨i, hi⟩ := Function.ne_iff.mp hφ
      have h := congrFun hx i
      rw [mulVec_diagonal, Pi.smul_apply, smul_eq_mul] at h
      have hdx : d i = x := Complex.ofReal_injective (mul_right_cancel₀ hi h)
      exact hdx ▸ hd i
  constructor
  · rintro ⟨E, hE, h⟩ i hi
    rw [IsLeast.unique hE h0] at h
    have h' := congrFun h i
    rw [mulVec_diagonal] at h'
    simpa [hi] using h'
  · intro h
    refine ⟨0, h0, ?_⟩
    ext i
    rw [mulVec_diagonal]
    by_cases hi : d i = 0
    · simp [hi]
    · simp [h i hi]
```

Take $H_0=0$, $n=\mathrm{diag}(0,0,1)$, $v=1$ and $w=0$. The ground space of $H(v)$ is two-dimensional and is the range of $\Gamma=\mathrm{diag}(1/2,1/2,0)$, because $(a,b,0)=\Gamma(2a,2b,0)$. The ground space of $H(w)=0$ is all of $\mathbb C^3$ and contains the range of $\Gamma'=\mathrm{diag}(1,0,0)$. Both densities are $0$. The state $(1,1,1)/\sqrt3$, used unnormalised in the proof, belongs to the second ground space but not to the first.

Exchanging the two potentials and the two matrices shows what the range condition does: $\mathrm{diag}(1,0,0)$ does not span the ground space of the zero Hamiltonian, and the inclusion fails.

```lean
/-- Three levels with `H0 = 0`, `n = diag(0,0,1)`, `v = 1`, `w = 0`: the matrices
`Γ = diag(1/2,1/2,0)` and `Γ' = diag(1,0,0)` meet the hypotheses of the inclusion theorem, and
the ground space of `H(w)` is not contained in that of `H(v)`. -/
theorem groundSpace_subset_witness :
    let n : Fin 1 → Matrix (Fin 3) (Fin 3) ℂ := fun _ => diagonal ![0, 0, 1]
    let Γ : Matrix (Fin 3) (Fin 3) ℂ := diagonal ![1 / 2, 1 / 2, 0]
    let Γ' : Matrix (Fin 3) (Fin 3) ℂ := diagonal ![1, 0, 0]
    (∀ i, (n i).IsHermitian) ∧ IsDensityMatrix Γ ∧
      Set.range Γ.mulVec = groundSpace (hamiltonian 0 n fun _ => 1) ∧
      IsGroundDensityMatrix (hamiltonian 0 n fun _ => 0) Γ' ∧ density n Γ = density n Γ' ∧
      ¬ groundSpace (hamiltonian 0 n fun _ => 0) ⊆ groundSpace (hamiltonian 0 n fun _ => 1) := by
  intro n Γ Γ'
  have hv : hamiltonian 0 n (fun _ => 1)
      = diagonal fun i => (((![0, 0, 1] : Fin 3 → ℝ) i : ℝ) : ℂ) := by
    ext i j
    fin_cases i <;> fin_cases j <;> simp [hamiltonian, n]
  have hw : hamiltonian 0 n (fun _ => 0)
      = diagonal fun i => (((fun _ => 0 : Fin 3 → ℝ) i : ℝ) : ℂ) := by
    ext i j
    fin_cases i <;> fin_cases j <;> simp [hamiltonian, n]
  have memv := mem_groundSpace_diagonal (d := (![0, 0, 1] : Fin 3 → ℝ))
    (by intro i; fin_cases i <;> simp) (k := 0) (by simp)
  have memw := mem_groundSpace_diagonal (d := (fun _ => 0 : Fin 3 → ℝ))
    (fun _ => le_refl 0) (k := 0) rfl
  rw [hv, hw]
  refine ⟨fun i => ?_, ⟨?_, ?_⟩, ?_, ⟨⟨?_, ?_⟩, ?_⟩, ?_, fun h => ?_⟩
  · ext a b
    fin_cases a <;> fin_cases b <;> simp [n]
  · refine posSemidef_diagonal_iff.mpr fun i => ?_
    fin_cases i <;> simp
  · simp only [Γ, trace_diagonal, Fin.sum_univ_three]
    norm_num
    rfl
  · ext ψ
    rw [memv]
    constructor
    · rintro ⟨x, rfl⟩ i hi
      fin_cases i <;> simp_all [Γ, mulVec_diagonal]
    · intro h
      have h2 : ψ 2 = 0 := h 2 (by simp)
      refine ⟨fun i => 2 * ψ i, ?_⟩
      ext i
      fin_cases i <;> simp [Γ, mulVec_diagonal, h2]
  · refine posSemidef_diagonal_iff.mpr fun i => ?_
    fin_cases i <;> simp
  · simp [Γ', trace_diagonal, Fin.sum_univ_three]
  · intro ψ _
    exact (memw ψ).mpr fun i hi => absurd rfl hi
  · ext i
    simp [density, n, Γ, Γ', diagonal_mul_diagonal, trace_diagonal, Fin.sum_univ_three]
  · have h1 := (memv (fun _ => 1)).mp (h ((memw _).mpr fun i hi => absurd rfl hi)) 2 (by simp)
    exact one_ne_zero h1

end

end DegenerateDensityOverlap
```

```lean
#print axioms DegenerateDensityOverlap.groundSpace_subset_of_density_eq
#print axioms DegenerateDensityOverlap.groundSpace_eq_of_density_eq
#print axioms DegenerateDensityOverlap.potential_difference_constant
```

```
'DegenerateDensityOverlap.groundSpace_subset_of_density_eq' depends on axioms: [propext, Classical.choice, Quot.sound]
'DegenerateDensityOverlap.groundSpace_eq_of_density_eq' depends on axioms: [propext, Classical.choice, Quot.sound]
'DegenerateDensityOverlap.potential_difference_constant' depends on axioms: [propext, Classical.choice, Quot.sound]
```
